# With unit scattering per layer, hcp reflections with h − k not divisible by 3 have intensity 1 for even l and 3 for odd l

The theorem `intensity_hcp` concerns the two-layer AB stacking of the hexagonal close-packed structure. Its structure factor is a sum over the two layers of one cell, each scattering with unit amplitude and contributing a phase from its lateral position and its height. If `h - k` is not divisible by 3, the squared modulus of this sum, not divided by the number of layers, is 1 for even `l` and 3 for odd `l`. The attempt reduces the sum to 1 + z·exp(πil), where z is a cube root of unity other than 1. It then finds |1 + z| = 1 from the vanishing sum of the three cube roots, and gets |1 − z|² = 3 from the parallelogram law.

In Lean, a first try:

```lean
import Mathlib

open Finset ComplexConjugate

namespace ClosePackedStacking

noncomputable section

/-- The cube root of unity `exp (2πi/3)`. -/
def omega : ℂ := Complex.exp (2 * Real.pi * Complex.I / 3)

/-- Structure factor of `N ≥ 1` close-packed layers, layer `j` having lateral position
`s j` (A, B or C, coded as 0, 1, 2) and height `j / N`. -/
def structureFactor {N : ℕ} (s : Fin N → ZMod 3) (h k l : ℤ) : ℂ :=
  ∑ j : Fin N, omega ^ (((s j).val : ℤ) * (h - k)) *
    Complex.exp (2 * Real.pi * Complex.I * l * (j : ℕ) / N)

/-- The two-layer stacking AB of the hexagonal close-packed structure. -/
def hcpStacking : Fin 2 → ZMod 3 := ![0, 1]

/-- An integer power of `omega` equals one exactly when the exponent is divisible by 3. -/
theorem omega_zpow_eq_one_iff (m : ℤ) : omega ^ m = 1 ↔ (3 : ℤ) ∣ m := by
  have hp : IsPrimitiveRoot omega 3 := by
    simpa only [omega, Nat.cast_ofNat] using
      Complex.isPrimitiveRoot_exp 3 (by norm_num)
  exact_mod_cast hp.zpow_eq_one_iff_dvd m

lemma norm_omega : ‖omega‖ = 1 := by
  have h3 : omega ^ 3 = 1 := by
    exact_mod_cast (omega_zpow_eq_one_iff 3).2 (dvd_refl 3)
  exact (pow_eq_one_iff_of_nonneg (norm_nonneg _) three_ne_zero).1
    (by rw [← norm_pow, h3, norm_one])

/-- For AB stacking and `h - k` not divisible by 3, the intensity is 1 for even `l`
and 3 for odd `l`. -/
theorem intensity_hcp {h k : ℤ} (hk : ¬ (3 : ℤ) ∣ h - k) (l : ℤ) :
    ‖structureFactor hcpStacking h k l‖ ^ 2 = if Even l then 1 else 3 := by
  have hv : (1 : ZMod 3).val = 1 := rfl
  have hF : structureFactor hcpStacking h k l =
      1 + omega ^ (h - k) * Complex.exp (2 * Real.pi * Complex.I * l / 2) := by
    simp [structureFactor, hcpStacking, Fin.sum_univ_two, hv]
  have hz1 : omega ^ (h - k) ≠ 1 := fun e => hk ((omega_zpow_eq_one_iff _).1 e)
  have hz3 : (omega ^ (h - k)) ^ 3 = 1 := by
    rw [← zpow_natCast, ← zpow_mul]
    exact (omega_zpow_eq_one_iff _).2 ⟨h - k, by push_cast; ring⟩
  have hzn : ‖omega ^ (h - k)‖ = 1 := by rw [norm_zpow, norm_omega, one_zpow]
  rw [hF]
  generalize omega ^ (h - k) = z at hz1 hz3 hzn ⊢
  -- the three cube roots of unity add up to zero
  have hq : 1 + z = -z ^ 2 := by
    have h0 : (z - 1) * (1 + z + z ^ 2) = 0 := by linear_combination hz3
    linear_combination (mul_eq_zero.1 h0).resolve_left (sub_ne_zero.2 hz1)
  have hplus : ‖1 + z‖ = 1 := by rw [hq, norm_neg, norm_pow, hzn, one_pow]
  split_ifs with hl
  · obtain ⟨r, hr⟩ := hl
    have he : Complex.exp (2 * Real.pi * Complex.I * l / 2) = 1 := by
      rw [Complex.exp_eq_one_iff]
      exact ⟨r, by rw [hr]; push_cast; ring⟩
    rw [he, mul_one, hplus, one_pow]
  · obtain ⟨r, hr⟩ := Int.not_even_iff_odd.1 hl
    have he : Complex.exp (2 * Real.pi * Complex.I * l / 2) = -1 := by
      have ha : 2 * Real.pi * Complex.I * l / 2 =
          r * (2 * Real.pi * Complex.I) + Real.pi * Complex.I := by
        rw [hr]
        push_cast
        ring
      rw [ha, Complex.exp_add, Complex.exp_pi_mul_I,
        Complex.exp_eq_one_iff.2 ⟨r, rfl⟩, one_mul]
    have hp := parallelogram_law_with_norm ℝ (1 : ℂ) z
    rw [hplus, hzn, norm_one] at hp
    rw [he, mul_neg_one, ← sub_eq_add_neg]
    nlinarith

end

end ClosePackedStacking
```

Compiling this gives:

```
Main.lean:40:77: error: unsolved goals
h k : ℤ
hk : ¬3 ∣ h - k
l : ℤ
hv : ZMod.val 1 = 1
⊢ omega ^ (ZMod.cast 1 * (h - k)) = omega ^ (h - k)
Main.lean:41:58: warning: This simp argument is unused:
  hv

Hint: Omit it from the simp argument list.
  [apply] simp [structureFactor, hcpStacking, Fin.sum_univ_two]

Note: This linter can be disabled with `set_option linter.unusedSimpArgs false`
```

After these edits no error is left:

```diff
@@ -36,8 +36,10 @@
 theorem intensity_hcp {h k : ℤ} (hk : ¬ (3 : ℤ) ∣ h - k) (l : ℤ) :
     ‖structureFactor hcpStacking h k l‖ ^ 2 = if Even l then 1 else 3 := by
-  have hv : (1 : ZMod 3).val = 1 := rfl
+  have hA : ((hcpStacking 0).val : ℤ) = 0 := rfl
+  have hB : ((hcpStacking 1).val : ℤ) = 1 := rfl
   have hF : structureFactor hcpStacking h k l =
       1 + omega ^ (h - k) * Complex.exp (2 * Real.pi * Complex.I * l / 2) := by
-    simp [structureFactor, hcpStacking, Fin.sum_univ_two, hv]
+    rw [structureFactor, Fin.sum_univ_two, hA, hB]
+    simp
   have hz1 : omega ^ (h - k) ≠ 1 := fun e => hk ((omega_zpow_eq_one_iff _).1 e)
   have hz3 : (omega ^ (h - k)) ^ 3 = 1 := by
```

Cause. The error is in the proof of `hF`, the two-term form of the structure factor. `simp` leaves an equation whose sides differ only in the factor `ZMod.cast 1` in an exponent. This is the layer label 1, taken from `ZMod 3` to the integers; it equals 1, but `simp` did not reduce it.

The fact `hv` was meant to settle this, but it speaks of `ZMod.val`. Inside the sum, where the layer `j` is still a variable, `simp` turns the integer cast of `(s j).val` into `ZMod.cast (s j)`. By the time the sum is expanded and the label 1 appears, there is no `val` for `hv` to rewrite, hence the warning that it is unused.

The repair replaces `hv` with `hA` and `hB`, which give the labels of the two layers as integers, 0 and 1, and hold by `rfl`. `rw` now unfolds the structure factor, expands the sum and puts in these values before `simp` runs. No `val` is left to be converted, and `simp` has only routine arithmetic to finish.
